# Rayleigh–Schrödinger theory to second order: unique corrections to a nondegenerate level in intermediate normalisation

Perturbation theory can start from an exact eigenvalue as a function of the coupling \(\lambda\), or from the equations that appear when powers of \(\lambda\) are matched. The code below takes the second route: the equations of first and second order are the given problem, and the energies and state corrections in them are unknowns.

By hand, the equations come from

\[
(H_0+\lambda V)(y_0+\lambda y_1+\lambda^2y_2+\cdots)=(E_0+\lambda E_1+\lambda^2E_2+\cdots)(y_0+\lambda y_1+\lambda^2y_2+\cdots).
\]

Here \(H_0\) is the unperturbed Hamiltonian, \(V\) the perturbation, and \(y_0\) the reference state with \(H_0y_0=E_0y_0\). The first two orders in \(\lambda\) are

\[
(H_0-E_0)y_1+Vy_0=E_1y_0,\qquad (H_0-E_0)y_2+(V-E_1)y_1=E_2y_0 .
\]

Both have the form \((H_0-E_0)y+r=e\,y_0\), with a source \(r\) built from lower orders. Whether the series converges to an exact eigenvalue is a separate question.

## Levels, reference state and order equation

```lean
import Mathlib

open Matrix

namespace RayleighSchroedingerSecondOrder

noncomputable section

variable {n : Type*} [Fintype n] [DecidableEq n]
```

The type `n` is the finite set of labels of the basis states. A state is a function `n → ℂ`, which lists its amplitudes.

```lean
/-- The unperturbed Hamiltonian, diagonal with real levels `d`. -/
def H0 (d : n → ℝ) : Matrix n n ℂ := Matrix.diagonal (fun m => (d m : ℂ))
```

`H0 d` is the diagonal matrix with the real levels \(d_m\) as entries. The basis is therefore an eigenbasis of \(H_0\).

```lean
/-- The unperturbed reference state: the basis vector labelled `o`. -/
def refState (o : n) : n → ℂ := Pi.single o 1
```

The reference state \(y_0\) has amplitude 1 at the label `o` and 0 elsewhere. The label is the letter o, and \(E_0=d_o\).

```lean
/-- The perturbation equation of a given order, `(H0 - E0) y + r = e y0`, with source `r`,
energy correction `e` and state correction `y`. -/
def OrderEquation (d : n → ℝ) (o : n) (r : n → ℂ) (e : ℂ) (y : n → ℂ) : Prop :=
  (H0 d - (d o : ℂ) • (1 : Matrix n n ℂ)) *ᵥ y + r = e • refState o
```

This is the common form of every order. The symbol `*ᵥ` multiplies a matrix by a vector, and `•` multiplies by a scalar. `OrderEquation` is a proposition about `e` and `y`, so it can be true or false for a given pair.

## The response and the sum over states

```lean
/-- The response to a source `r`: each component off the reference is divided by minus its
energy gap. It is meant for levels with `d m ≠ d o` whenever `m ≠ o`. -/
def response (d : n → ℝ) (o : n) (r : n → ℂ) : n → ℂ :=
  fun m => if m = o then 0 else -r m / ((d m : ℂ) - d o)
```

For \(m\neq o\) the response to a source \(r\) is \(-r_m/(d_m-d_o)\), and its component at \(o\) is 0. Lean sets division by zero to 0, so the definition is legal for all levels, but it has its physical meaning only when the gaps are nonzero.

```lean
/-- The first-order state, with components `-V(m,o)/(d(m)-d(o))` off the reference.
It is meant for levels with `d m ≠ d o` whenever `m ≠ o`. -/
def firstState (d : n → ℝ) (V : Matrix n n ℂ) (o : n) : n → ℂ :=
  fun m => if m = o then 0 else -V m o / ((d m : ℂ) - d o)
```

The first-order state has the components \(-V_{mo}/(d_m-d_o)\) off the reference.

```lean
/-- The sum-over-states formula for the second-order energy of a Hermitian `V`. It is meant for
levels with `d m ≠ d o` whenever `m ≠ o`. -/
def secondEnergy (d : n → ℝ) (V : Matrix n n ℂ) (o : n) : ℝ :=
  -∑ m ∈ Finset.univ.erase o, ‖V m o‖ ^ 2 / (d m - d o)
```

This is the familiar sum over states, a real number by construction:

\[
-\sum_{m\neq o}\frac{|V_{mo}|^2}{d_m-d_o}.
\]

That it solves the second-order equation is still to be proved.

## Solving one order for any source

```lean
/-- Acting on the reference state, `V` produces its column at `o`. -/
theorem mulVec_refState (V : Matrix n n ℂ) (o m : n) :
    (V *ᵥ refState o) m = V m o := by
  simp [refState, Matrix.mulVec, dotProduct, Pi.single_apply]
```

Since \(y_0\) has a single nonzero amplitude, \((Vy_0)_m=V_{mo}\). The tactic `simp` evaluates the sum.

```lean
/-- In components, the perturbation equation multiplies each amplitude by its energy gap. -/
theorem orderEquation_iff_components (d : n → ℝ) (o : n) (r : n → ℂ) (e : ℂ) (y : n → ℂ) :
    OrderEquation d o r e y ↔
      ∀ m, ((d m : ℂ) - d o) * y m + r m = e * refState o m := by
  have hs : ∀ m, ((H0 d - (d o : ℂ) • (1 : Matrix n n ℂ)) *ᵥ y) m
      = ((d m : ℂ) - d o) * y m := fun m => by
    simp [H0, Matrix.sub_mulVec, Matrix.smul_mulVec, Matrix.mulVec_diagonal, sub_mul]
  unfold OrderEquation
  rw [funext_iff]
  refine forall_congr' fun m => ?_
  rw [Pi.add_apply, hs, Pi.smul_apply, smul_eq_mul]
```

Because \(H_0\) is diagonal, the order equation separates into one scalar equation for each label:

\[
(d_m-d_o)\,y_m+r_m=e\,\delta_{mo}.
\]

In the proof, `hs` computes the action of \(H_0-E_0\), and `funext_iff` says that two vectors are equal exactly when all their components are.

```lean
/-- For a nondegenerate reference level and any source, the perturbation equation with
intermediate normalisation has exactly one solution: the energy is the reference component
of the source, and the state is the response to the source. -/
theorem order_solution_iff {d : n → ℝ} {o : n} (hd : ∀ m, m ≠ o → d m ≠ d o)
    (r : n → ℂ) (e : ℂ) (y : n → ℂ) :
    (y o = 0 ∧ OrderEquation d o r e y) ↔ (e = r o ∧ y = response d o r) := by
  have gap : ∀ m, m ≠ o → (d m : ℂ) - d o ≠ 0 := fun m hm =>
    sub_ne_zero.mpr (by exact_mod_cast hd m hm)
  rw [orderEquation_iff_components]
  constructor
  · rintro ⟨h0, h⟩
    refine ⟨?_, ?_⟩
    · -- the gap vanishes at the reference, which fixes the energy
      have h1 := h o
      simp only [refState, Pi.single_eq_same, sub_self, zero_mul, zero_add, mul_one] at h1
      exact h1.symm
    · funext m
      by_cases hm : m = o
      · simp [response, hm, h0]
      · have h1 := h m
        simp only [refState, Pi.single_eq_of_ne hm, mul_zero] at h1
        simp only [response, if_neg hm]
        rw [eq_div_iff (gap m hm)]
        linear_combination h1
  · rintro ⟨rfl, rfl⟩
    refine ⟨by simp [response], fun m => ?_⟩
    by_cases hm : m = o
    · subst hm
      simp [response, refState]
    · have hg := gap m hm
      have h1 : ((d m : ℂ) - d o) * (-r m / ((d m : ℂ) - d o)) = -r m := by
        field_simp
      simp only [response, if_neg hm, refState, Pi.single_eq_of_ne hm, mul_zero]
      rw [h1, neg_add_cancel]
```

The hypothesis `hd` says that no other level equals \(d_o\); levels other than the reference may coincide with each other. The condition `y o = 0` is intermediate normalisation: the perturbed state keeps amplitude 1 on the reference and is not a unit vector in general.

By hand, take \(m=o\) first. The gap is zero, so the equation reduces to \(r_o=e\), which fixes the energy. For \(m\neq o\) it reads \((d_m-d_o)y_m+r_m=0\), and division by the nonzero gap gives \(y_m=-r_m/(d_m-d_o)\). The remaining component \(y_o\) is not fixed by the equation, only by the normalisation. Conversely, inserting these values satisfies every component.

The Lean proof has the same two directions, each with the cases `m = o` and `m ≠ o`. The fact `gap` carries the nonzero energy difference from the real to the complex numbers, and `linear_combination h1` does the rearrangement. The symbol `↔` expresses existence and uniqueness together: the pair on the right solves the problem, and every solution is that pair.

## First order

```lean
/-- The first-order equation with intermediate normalisation has exactly one solution:
`E1 = V(o,o)` together with the first-order state. -/
theorem first_order_iff {d : n → ℝ} {o : n} (hd : ∀ m, m ≠ o → d m ≠ d o)
    (V : Matrix n n ℂ) (E1 : ℂ) (y1 : n → ℂ) :
    (y1 o = 0 ∧ OrderEquation d o (V *ᵥ refState o) E1 y1) ↔
      (E1 = V o o ∧ y1 = firstState d V o) := by
  have h : response d o (V *ᵥ refState o) = firstState d V o := by
    funext m
    simp only [response, firstState, mulVec_refState]
  rw [order_solution_iff hd, mulVec_refState, h]
```

With the source \(r=Vy_0\), the previous result gives

\[
E_1=V_{oo},\qquad y_1(m)=-\frac{V_{mo}}{d_m-d_o}\quad(m\neq o).
\]

The proof checks that the response to \(Vy_0\) is `firstState` and then rewrites. Hermiticity is not needed at this order.

## The second-order energy as a reference component

```lean
/-- For Hermitian `V`, the reference component of `(V - E1) y1` is the sum-over-states
second-order energy. -/
theorem second_source_apply (d : n → ℝ) {V : Matrix n n ℂ} (hV : V.IsHermitian) (o : n) :
    (V *ᵥ firstState d V o - V o o • firstState d V o) o = (secondEnergy d V o : ℂ) := by
  have h0 : firstState d V o o = 0 := by simp [firstState]
  rw [Pi.sub_apply, Pi.smul_apply, h0, smul_zero, sub_zero]
  change ∑ m, V o m * firstState d V o m = _
  rw [← Finset.add_sum_erase _ _ (Finset.mem_univ o)]
  simp only [h0, mul_zero, zero_add]
  unfold secondEnergy
  push_cast
  rw [← Finset.sum_neg_distrib]
  refine Finset.sum_congr rfl fun m hm => ?_
  -- Hermiticity turns the product of couplings into a squared modulus
  have hmo := Finset.ne_of_mem_erase hm
  have hc : V o m = star (V m o) := (hV.apply o m).symm
  have hn : star (V m o) * V m o = (‖V m o‖ : ℂ) ^ 2 := Complex.conj_mul' (V m o)
  simp only [firstState, if_neg hmo]
  rw [hc, ← hn]
  ring
```

The second-order source is \((V-E_1)y_1\), and its component at \(o\) will be the energy \(E_2\). Since \(y_1(o)=0\), the term with \(E_1\) drops out:

\[
\bigl((V-E_1)y_1\bigr)_o=\sum_m V_{om}\,y_1(m)=-\sum_{m\neq o}\frac{V_{om}V_{mo}}{d_m-d_o}=-\sum_{m\neq o}\frac{|V_{mo}|^2}{d_m-d_o}.
\]

The last step uses \(V_{om}=\overline{V_{mo}}\). In Lean, `Finset.add_sum_erase` separates the term at `o` from the sum, `hc` is the Hermitian relation, `hn` turns the product into a squared modulus, and `ring` finishes each term.

## Both orders together

```lean
/-- Rayleigh-Schrödinger theory through second order: for a nondegenerate reference level and
Hermitian `V`, the first- and second-order equations with intermediate normalisation have
exactly one solution, with `E1 = V(o,o)` and `E2` the sum over states. -/
theorem rayleigh_schroedinger_second_order {d : n → ℝ} {o : n}
    (hd : ∀ m, m ≠ o → d m ≠ d o) {V : Matrix n n ℂ} (hV : V.IsHermitian)
    (E1 E2 : ℂ) (y1 y2 : n → ℂ) :
    ((y1 o = 0 ∧ OrderEquation d o (V *ᵥ refState o) E1 y1) ∧
      (y2 o = 0 ∧ OrderEquation d o (V *ᵥ y1 - E1 • y1) E2 y2)) ↔
    ((E1 = V o o ∧ y1 = firstState d V o) ∧
      (E2 = (secondEnergy d V o : ℂ) ∧
        y2 = response d o (V *ᵥ firstState d V o - V o o • firstState d V o))) := by
  rw [first_order_iff hd, order_solution_iff hd]
  constructor
  · rintro ⟨⟨rfl, rfl⟩, h2, h3⟩
    exact ⟨⟨rfl, rfl⟩, h2.trans (second_source_apply d hV o), h3⟩
  · rintro ⟨⟨rfl, rfl⟩, h2, h3⟩
    exact ⟨⟨rfl, rfl⟩, h2.trans (second_source_apply d hV o).symm, h3⟩
```

The left side says that \((E_1,y_1)\) and \((E_2,y_2)\) solve the first- and second-order equations in intermediate normalisation. The right side gives their only possible values: \(E_1\) and \(y_1\) as above, \(E_2\) as the sum over states, and \(y_2\) as the response to \((V-E_1)y_1\). The energies enter as arbitrary complex numbers, and they come out real because \(V\) is Hermitian.

The proof turns on the pattern `rfl` inside `rintro`. After the rewriting in the first line, the second-order source still contains the unknowns `E1` and `y1`. Given a hypothesis such as `E1 = V o o`, where `E1` is a variable, the pattern `rfl` replaces `E1` by `V o o` everywhere and removes the hypothesis. This is what one does by hand when the first-order solution is inserted into the second-order equation. The source then has exactly the form treated by `second_source_apply`, and `trans` chains the two equalities for `E2`.

Two states show what happens without Hermiticity. Take \(d_o=0\), \(d_1=1\), \(V_{o1}=1\), \(V_{1o}=-1\) and zero diagonal elements. Then \(y_1(1)=1\), and the second-order equation gives \(E_2=V_{o1}\,y_1(1)=1\), whereas the sum over squared moduli gives \(-1\).

In electronic structure, the labels can be the determinants, at fixed electron number, of a finite set of canonical Hartree–Fock orbitals, with \(H_0\) the Møller–Plesset Hamiltonian (the sum of the Fock operators) and \(V\) the full electronic Hamiltonian minus \(H_0\). If the reference is the Hartree–Fock determinant and its level is nondegenerate, \(E_2\) is the MP2 correlation energy.

## The sign of the correction for a lowest level

```lean
/-- If the reference level lies strictly below all others, the sum over states `secondEnergy` is
nonpositive, and it vanishes exactly when `V m o = 0` for every `m` other than `o`. -/
theorem secondEnergy_ground {d : n → ℝ} {o : n} (hd : ∀ m, m ≠ o → d o < d m)
    (V : Matrix n n ℂ) :
    secondEnergy d V o ≤ 0 ∧ (secondEnergy d V o = 0 ↔ ∀ m, m ≠ o → V m o = 0) := by
  have hpos : ∀ m ∈ Finset.univ.erase o, 0 ≤ ‖V m o‖ ^ 2 / (d m - d o) := fun m hm =>
    div_nonneg (sq_nonneg _) (sub_pos.mpr (hd m (Finset.ne_of_mem_erase hm))).le
  refine ⟨neg_nonpos.mpr (Finset.sum_nonneg hpos), ?_⟩
  unfold secondEnergy
  rw [neg_eq_zero, Finset.sum_eq_zero_iff_of_nonneg hpos]
  constructor
  · intro h m hm
    have h1 := h m (Finset.mem_erase.mpr ⟨hm, Finset.mem_univ m⟩)
    rcases div_eq_zero_iff.mp h1 with h2 | h2
    · exact norm_eq_zero.mp ((pow_eq_zero_iff two_ne_zero).mp h2)
    · exact absurd h2 (sub_pos.mpr (hd m hm)).ne'
  · intro h m hm
    simp [h m (Finset.ne_of_mem_erase hm)]
```

The hypothesis is now stronger: \(d_o\) lies strictly below every other level. Each term \(|V_{mo}|^2/(d_m-d_o)\) is then nonnegative, so minus their sum is at most zero. A sum of nonnegative terms vanishes only if every term does, and with positive gaps this means \(V_{mo}=0\) for all \(m\neq o\). In the proof, `hpos` is the sign of the terms and `Finset.sum_eq_zero_iff_of_nonneg` is the statement about the sum. The theorem concerns the formula `secondEnergy` for any matrix `V`; for Hermitian `V` this is the energy \(E_2\) found above.

## A degenerate state that couples to the reference

```lean
/-- If a state degenerate with the reference is coupled to it by `V`, the first-order
equation has no solution. -/
theorem no_first_order_of_degenerate {d : n → ℝ} {o m : n} (hm : m ≠ o) (hdm : d m = d o)
    {V : Matrix n n ℂ} (hV : V m o ≠ 0) (E1 : ℂ) (y1 : n → ℂ) :
    ¬ OrderEquation d o (V *ᵥ refState o) E1 y1 := by
  intro h
  have h1 := (orderEquation_iff_components d o _ E1 y1).mp h m
  rw [hdm, sub_self, zero_mul, zero_add, mulVec_refState] at h1
  simp only [refState, Pi.single_eq_of_ne hm, mul_zero] at h1
  exact hV h1

end

end RayleighSchroedingerSecondOrder
```

If \(d_m=d_o\) for some \(m\neq o\), the component of the first-order equation at \(m\) reads \(0\cdot y_1(m)+V_{mo}=0\). This contradicts \(V_{mo}\neq0\), whatever \(E_1\) and \(y_1\) are. The Lean proof extracts this one component and simplifies it to the contradiction.

The smallest example has two equal levels and \(V_{o1}=V_{1o}=1\) with zero diagonal. For every \(\lambda\neq0\) the normalised eigenvectors are \((1,\pm1)/\sqrt2\) up to a phase, so neither of them approaches the reference state as \(\lambda\to0\). If the coupling is zero as well, solutions exist but are not unique, because \(y_1(1)\) is then arbitrary.

```lean
#print axioms RayleighSchroedingerSecondOrder.rayleigh_schroedinger_second_order
#print axioms RayleighSchroedingerSecondOrder.secondEnergy_ground
#print axioms RayleighSchroedingerSecondOrder.no_first_order_of_degenerate
```

```
'RayleighSchroedingerSecondOrder.rayleigh_schroedinger_second_order' depends on axioms: [propext, Classical.choice, Quot.sound]
'RayleighSchroedingerSecondOrder.secondEnergy_ground' depends on axioms: [propext, Classical.choice, Quot.sound]
'RayleighSchroedingerSecondOrder.no_first_order_of_degenerate' depends on axioms: [propext, Classical.choice, Quot.sound]
```
